# The thermodynamic estimator has mean −(log Z)′ for confined path integrals

For distinguishable particles, a basic path-integral Monte Carlo run samples ring polymers: each of $N$ quantum particles in $d$ dimensions becomes a closed chain of $P$ beads joined by springs. The energy at inverse temperature $\beta$ is $-\partial_\beta\log Z$, but the run delivers configurations, not $Z$. A function of the configuration whose average is that energy lets the run estimate it directly.

Let $X$ be the space of bead configurations $x$, with a measure $\mu$ that does not depend on $\beta$. For particles of mass $m$ with bead positions $r_{i,k}$, closed by $r_{i,P+1}=r_{i,1}$, and potential energy $U$, the usual choices are

$$K=\frac{mP}{2\hbar^2}\sum_{i,k}|r_{i,k+1}-r_{i,k}|^2,\qquad V=\frac1P\sum_k U(r_{1,k},\dots,r_{N,k}).$$

The file keeps $K$ and $V$ as general real functions on $X$.

```lean
import Mathlib

open MeasureTheory Filter Topology

namespace ThermodynamicEstimator

noncomputable section

variable {X : Type*} [MeasurableSpace X] {μ : Measure X} {K V : X → ℝ} {β : ℝ}
```

The springs soften as $\beta$ grows while the potential counts for more, so a configuration has weight $w_\beta(x)=e^{-K(x)/\beta-\beta V(x)}$.

```lean
/-- Path-integral weight `exp (-K/β - β V)` of a bead configuration, for `β ≠ 0`. -/
def weight (K V : X → ℝ) (β : ℝ) (x : X) : ℝ := Real.exp (-K x / β - β * V x)
```

Integrating out the momenta leaves a factor $\beta^{-1/2}$ for each of the $D=dNP$ bead coordinates:

$$Z(\beta)=\beta^{-D/2}\int w_\beta\,d\mu.$$

Constant factors containing $m$, $P$ and $\hbar$ are omitted, since they only shift $\log Z$ by a constant. In Lean, `D` is any natural number and is not tied to the dimension of `X`.

```lean
/-- Partition function with `D` bead coordinates, up to a constant factor independent of `β`, for
`β > 0`. -/
def partitionFunction (μ : Measure X) (D : ℕ) (K V : X → ℝ) (β : ℝ) : ℝ :=
  β ^ (-(D : ℝ) / 2) * ∫ x, weight K V β x ∂μ
```

The average of an observable $f$ is $\langle f\rangle_\beta=\int f\,w_\beta\,d\mu\big/\int w_\beta\,d\mu$. The weight is unnormalised, and the division normalises it.

```lean
/-- Mean of an observable `f` over the path-integral weight, for `β ≠ 0`, a nonzero configuration
integral and `f` times the weight integrable. -/
def mean (μ : Measure X) (K V : X → ℝ) (β : ℝ) (f : X → ℝ) : ℝ :=
  (∫ x, f x * weight K V β x ∂μ) / ∫ x, weight K V β x ∂μ
```

The candidate for the energy is an explicit formula, defined without reference to $Z$:

$$E_\beta(x)=\frac{D}{2\beta}-\frac{K(x)}{\beta^2}+V(x).$$

```lean
/-- The thermodynamic energy estimator `D/(2β) - K/β² + V`, for `β ≠ 0`. -/
def estimator (D : ℕ) (K V : X → ℝ) (β : ℝ) (x : X) : ℝ :=
  D / (2 * β) - K x / β ^ 2 + V x
```

## Confinement

The integrals must converge. The condition used is that $e^{-sK-tV}$ is integrable for every $s,t>0$. Physically, the ring polymer has a finite configuration integral at every positive spring stiffness and every positive potential strength, varied independently. With Lebesgue measure on all of space, free particles violate this, because the whole polymer can drift away. So does a bare attractive Coulomb potential in three dimensions, because $e^{c/r}$ with $c>0$ is not integrable at $r=0$.

```lean
/-- The Boltzmann factor `exp (-s K - t V)` is integrable for all positive couplings `s`, `t`. -/
def Confined (μ : Measure X) (K V : X → ℝ) : Prop :=
  ∀ s t : ℝ, 0 < s → 0 < t → Integrable (fun x => Real.exp (-(s * K x) - t * V x)) μ
```

Beads in a box satisfy the condition when $K\ge k$ and $V\ge v$ for constants $k,v$. Then $e^{-sK-tV}\le e^{-sk-tv}$, and a bounded measurable function is integrable on a finite measure. Bounded $K$ and $V$ are a special case.

```lean
/-- On a finite measure, such as beads in a box, measurable `K` and `V` that are bounded below
form a confined system. -/
theorem confined_of_finite [IsFiniteMeasure μ] (hK : Measurable K) (hV : Measurable V)
    {k v : ℝ} (hk : ∀ x, k ≤ K x) (hv : ∀ x, v ≤ V x) : Confined μ K V := by
  intro s t hs ht
  have hm : Measurable fun x => Real.exp (-(s * K x) - t * V x) := by fun_prop
  refine Integrable.of_bound hm.aestronglyMeasurable (Real.exp (-(s * k) - t * v))
    (ae_of_all _ fun x => ?_)
  rw [Real.norm_eq_abs, Real.abs_exp]
  exact Real.exp_le_exp.2 (by
    linarith [mul_le_mul_of_nonneg_left (hk x) hs.le, mul_le_mul_of_nonneg_left (hv x) ht.le])
```

## Differentiating under the integral

For one fixed configuration, the chain rule gives

$$\partial_\beta w_\beta=\left(\frac{K}{\beta^2}-V\right)w_\beta.$$

The proof differentiates the exponent first and then applies the rule for the exponential.

```lean
omit [MeasurableSpace X] in
/-- For `β > 0`, the weight of a fixed configuration changes with `β` at the rate
`K/β² - V` times the weight. -/
theorem hasDerivAt_weight (K V : X → ℝ) (x : X) (hβ : 0 < β) :
    HasDerivAt (fun b => weight K V b x) ((K x / β ^ 2 - V x) * weight K V β x) β := by
  have d : HasDerivAt (fun b => -K x / b - b * V x) (K x / β ^ 2 - V x) β := by
    have e : (fun b : ℝ => -K x / b - b * V x) = fun b => -K x * b⁻¹ - b * V x := by
      funext b
      rw [div_eq_mul_inv]
    rw [e]
    exact (((hasDerivAt_inv hβ.ne').const_mul (-K x)).fun_sub
      ((hasDerivAt_id' β).mul_const (V x))).congr_deriv (by ring)
  exact d.exp.congr_deriv (mul_comm _ _)
```

To move the derivative through the integral, it is enough to bound the absolute value of the right-hand side by one integrable function for all inverse temperatures near $\beta$. The factors $K$ and $V$ may be unbounded, so they are absorbed into slightly altered exponentials. Suppose $|s-s_0|\le\delta$. Since $1+\delta|x|\le e^{\delta|x|}$ and $-(s-s_0)x\le\delta|x|$, for real $x$

$$(1+\delta|x|)e^{-sx}\le e^{2\delta|x|-s_0x}\le e^{-(s_0-2\delta)x}+e^{-(s_0+2\delta)x}.$$

The middle term equals the first exponential when $x\ge0$ and the second when $x\le0$. The Lean proof makes the same split with `le_total`.

```lean
/-- If the coupling `s` lies within `δ` of `s₀`, then `(1 + δ|x|) exp (-s x)` is at most the
sum of the exponentials with couplings `s₀ - 2δ` and `s₀ + 2δ`. -/
theorem tilt_bound {s s₀ δ x : ℝ} (h : |s - s₀| ≤ δ) :
    (1 + δ * |x|) * Real.exp (-(s * x)) ≤
      Real.exp (-((s₀ - 2 * δ) * x)) + Real.exp (-((s₀ + 2 * δ) * x)) := by
  have h1 : 1 + δ * |x| ≤ Real.exp (δ * |x|) := by
    linarith [Real.add_one_le_exp (δ * |x|)]
  have h2 : -((s - s₀) * x) ≤ δ * |x| := by
    have := neg_abs_le ((s - s₀) * x)
    rw [abs_mul] at this
    linarith [mul_le_mul_of_nonneg_right h (abs_nonneg x)]
  have h3 : (1 + δ * |x|) * Real.exp (-(s * x)) ≤ Real.exp (2 * δ * |x| - s₀ * x) := by
    refine (mul_le_mul_of_nonneg_right h1 (Real.exp_pos _).le).trans ?_
    rw [← Real.exp_add]
    exact Real.exp_le_exp.2 (by linarith)
  refine h3.trans ?_
  rcases le_total 0 x with hx | hx
  · rw [abs_of_nonneg hx, show 2 * δ * x - s₀ * x = -((s₀ - 2 * δ) * x) by ring]
    linarith [Real.exp_pos (-((s₀ + 2 * δ) * x))]
  · rw [abs_of_nonpos hx, show 2 * δ * -x - s₀ * x = -((s₀ + 2 * δ) * x) by ring]
    linarith [Real.exp_pos (-((s₀ - 2 * δ) * x))]
```

The weight itself is integrable: take $s=1/\beta$ and $t=\beta$ in the confinement condition.

```lean
/-- In a confined system the path-integral weight is integrable at every `β > 0`. -/
theorem integrable_weight (h : Confined μ K V) (hβ : 0 < β) :
    Integrable (weight K V β) μ := by
  refine (h β⁻¹ β (inv_pos.2 hβ) hβ).congr (ae_of_all _ fun x => ?_)
  simp only [weight]
  congr 1
  ring
```

Now choose $\delta=\tfrac14\min(1/\beta,\beta)$, so that $1/\beta-2\delta$ and $\beta-2\delta$ are positive, and define $M$ by $M\delta=(1/\beta+\delta)^2+1$. For $b>0$ close enough to $\beta$, both $|1/b-1/\beta|$ and $|b-\beta|$ are below $\delta$, and

$$\left|\frac{K}{b^2}-V\right|\le M\delta(|K|+|V|)\le M(1+\delta|K|)(1+\delta|V|).$$

Multiply by $w_b=e^{-K/b}e^{-bV}$ and apply the previous inequality to $K$ and to $V$. The result is at most

$$M\left(e^{-(1/\beta-2\delta)K}+e^{-(1/\beta+2\delta)K}\right)\left(e^{-(\beta-2\delta)V}+e^{-(\beta+2\delta)V}\right).$$

Expanded, this is a sum of four exponentials with positive couplings, each integrable by confinement. In the code, `G` records that integrability, `hc` is the bound on the prefactor, and `prod` multiplies the two exponential bounds. Mathlib's dominated differentiation theorem then gives

$$\frac{d}{d\beta}\int w_\beta\,d\mu=\int\left(\frac{K}{\beta^2}-V\right)w_\beta\,d\mu.$$

```lean
/-- For a confined system with measurable `K` and `V` and `β > 0`, the configuration integral may
be differentiated in `β` under the integral sign, and the differentiated integrand is integrable. -/
theorem hasDerivAt_integral_weight (hK : Measurable K) (hV : Measurable V)
    (h : Confined μ K V) (hβ : 0 < β) :
    Integrable (fun x => (K x / β ^ 2 - V x) * weight K V β x) μ ∧
    HasDerivAt (fun b => ∫ x, weight K V b x ∂μ)
      (∫ x, (K x / β ^ 2 - V x) * weight K V β x ∂μ) β := by
  have hi : 0 < β⁻¹ := inv_pos.2 hβ
  obtain ⟨δ, hδ, h1, h2⟩ : ∃ δ : ℝ, 0 < δ ∧ 0 < β⁻¹ - 2 * δ ∧ 0 < β - 2 * δ := by
    have hm : 0 < min β⁻¹ β := lt_min hi hβ
    exact ⟨min β⁻¹ β / 4, by linarith, by linarith [min_le_left β⁻¹ β],
      by linarith [min_le_right β⁻¹ β]⟩
  have h3 : 0 < β⁻¹ + 2 * δ := by linarith
  have h4 : 0 < β + 2 * δ := by linarith
  obtain ⟨M, hM0, hM⟩ : ∃ M : ℝ, 0 ≤ M ∧ M * δ = (β⁻¹ + δ) ^ 2 + 1 :=
    ⟨((β⁻¹ + δ) ^ 2 + 1) / δ, by positivity, div_mul_cancel₀ _ hδ.ne'⟩
  -- near `β` both couplings `1/b` and `b` move by less than `δ`
  have hS : {b : ℝ | 0 < b ∧ dist b⁻¹ β⁻¹ < δ ∧ dist b β < δ} ∈ 𝓝 β :=
    (lt_mem_nhds hβ).and ((Metric.tendsto_nhds.1 (continuousAt_inv₀ hβ.ne') δ hδ).and
      (Metric.tendsto_nhds.1 tendsto_id δ hδ))
  have hw : ∀ b, Measurable (weight K V b) := fun b => by
    change Measurable fun x => Real.exp (-K x / b - b * V x)
    fun_prop
  have key : ∀ s t : ℝ, 0 < s → 0 < t →
      Integrable (fun x => Real.exp (-(s * K x)) * Real.exp (-(t * V x))) μ := by
    intro s t hs ht
    refine (h s t hs ht).congr (ae_of_all _ fun x => ?_)
    simp only [← Real.exp_add, sub_eq_add_neg]
  have G : Integrable (fun x => M *
      ((Real.exp (-((β⁻¹ - 2 * δ) * K x)) + Real.exp (-((β⁻¹ + 2 * δ) * K x))) *
       (Real.exp (-((β - 2 * δ) * V x)) + Real.exp (-((β + 2 * δ) * V x))))) μ := by
    refine ((((key _ _ h1 h2).add (key _ _ h1 h4)).add
      ((key _ _ h3 h2).add (key _ _ h3 h4))).const_mul M).congr (ae_of_all _ fun x => ?_)
    simp only [Pi.add_apply]
    ring
  refine hasDerivAt_integral_of_dominated_loc_of_deriv_le
    (F := fun b x => weight K V b x)
    (F' := fun b x => (K x / b ^ 2 - V x) * weight K V b x)
    hS (Eventually.of_forall fun b => (hw b).aestronglyMeasurable) (integrable_weight h hβ)
    (((hK.div_const _).sub hV).mul (hw β)).aestronglyMeasurable
    (ae_of_all _ ?_) G (ae_of_all _ fun x b hb => hasDerivAt_weight K V x hb.1)
  -- the derivative is dominated uniformly near `β`
  rintro x b ⟨hb, hb1, hb2⟩
  rw [Real.dist_eq] at hb1 hb2
  have prod := mul_le_mul (tilt_bound (x := K x) hb1.le)
    (tilt_bound (x := V x) hb2.le) (by positivity) (by positivity)
  have hwb : weight K V b x = Real.exp (-(b⁻¹ * K x)) * Real.exp (-(b * V x)) := by
    rw [← Real.exp_add]
    simp only [weight]
    congr 1
    ring
  have hs : b⁻¹ ^ 2 ≤ (β⁻¹ + δ) ^ 2 :=
    pow_le_pow_left₀ (inv_pos.2 hb).le (by linarith [(abs_lt.1 hb1).2]) 2
  have hp : 0 ≤ 1 + δ * |K x| * (δ * |V x|) := by positivity
  have hc : |K x / b ^ 2 - V x| ≤ M * ((1 + δ * |K x|) * (1 + δ * |V x|)) := by
    calc |K x / b ^ 2 - V x| ≤ |K x / b ^ 2| + |V x| := by
          simpa only [Real.norm_eq_abs] using norm_sub_le (K x / b ^ 2) (V x)
      _ = b⁻¹ ^ 2 * |K x| + |V x| := by
          rw [abs_div, abs_of_pos (pow_pos hb 2)]
          ring
      _ ≤ M * δ * (|K x| + |V x|) := by
          rw [hM]
          nlinarith [mul_le_mul_of_nonneg_right hs (abs_nonneg (K x)), abs_nonneg (K x),
            mul_nonneg (sq_nonneg (β⁻¹ + δ)) (abs_nonneg (V x))]
      _ ≤ M * ((1 + δ * |K x|) * (1 + δ * |V x|)) := by
          nlinarith [mul_nonneg hM0 hp]
  rw [Real.norm_eq_abs, abs_mul, hwb,
    abs_of_pos (mul_pos (Real.exp_pos (-(b⁻¹ * K x))) (Real.exp_pos (-(b * V x))))]
  refine (mul_le_mul_of_nonneg_right hc (by positivity)).trans ?_
  refine le_trans (le_of_eq ?_) (mul_le_mul_of_nonneg_left prod hM0)
  ring
```

## From the configuration integral to the energy

Because $\mu$ is nonzero and the weight is positive and integrable, $\int w_\beta\,d\mu>0$. Hence, for $\beta>0$,

$$\log Z=-\frac D2\log\beta+\log\int w_\beta\,d\mu,$$

$$-\frac{d}{d\beta}\log Z=\frac{D}{2\beta}-\left\langle\frac{K}{\beta^2}-V\right\rangle_\beta=\langle E_\beta\rangle_\beta.$$

The final theorem states this for every $\beta>0$, every nonzero measure and all measurable $K,V$ satisfying `Confined`. `HasDerivAt` says that $\log Z$ is differentiable at $\beta$ and that its derivative is $-\langle E_\beta\rangle_\beta$. The first half of the conclusion says that $E_\beta w_\beta$ is integrable, so the mean is a convergent average. In the proof, `e` is the splitting of the logarithm near $\beta$, and `hm` uses linearity to rewrite the integral of the estimator.

```lean
/-- For a confined system with nonzero measure, measurable `K` and `V`, and `β > 0`, the
thermodynamic estimator is integrable against the weight, and `log Z` is differentiable with
derivative minus the mean of the estimator. -/
theorem hasDerivAt_log_partitionFunction [NeZero μ] (D : ℕ) (hK : Measurable K)
    (hV : Measurable V) (h : Confined μ K V) (hβ : 0 < β) :
    Integrable (fun x => estimator D K V β x * weight K V β x) μ ∧
    HasDerivAt (fun b => Real.log (partitionFunction μ D K V b))
      (-mean μ K V β (estimator D K V β)) β := by
  obtain ⟨hint, hder⟩ := hasDerivAt_integral_weight hK hV h hβ
  have hpos : ∀ b, 0 < b → 0 < ∫ x, weight K V b x ∂μ := fun b hb =>
    integral_exp_pos (integrable_weight h hb)
  have hw := (integrable_weight h hβ).const_mul ((D : ℝ) / (2 * β))
  have split : ∀ x, (D : ℝ) / (2 * β) * weight K V β x - (K x / β ^ 2 - V x) * weight K V β x
      = estimator D K V β x * weight K V β x := fun x => by
    simp only [estimator]
    ring
  refine ⟨(hw.sub hint).congr (ae_of_all _ split), ?_⟩
  -- the logarithm separates the kinetic prefactor from the configuration integral
  have e : (fun b => Real.log (partitionFunction μ D K V b)) =ᶠ[𝓝 β]
      fun b => -(D : ℝ) / 2 * Real.log b + Real.log (∫ x, weight K V b x ∂μ) := by
    filter_upwards [lt_mem_nhds hβ] with b hb
    rw [partitionFunction, Real.log_mul (Real.rpow_pos_of_pos hb _).ne' (hpos b hb).ne',
      Real.log_rpow hb]
  have d := ((Real.hasDerivAt_log hβ.ne').const_mul (-(D : ℝ) / 2)).fun_add
    (hder.log (hpos β hβ).ne')
  refine (d.congr_of_eventuallyEq e).congr_deriv ?_
  have hm : ∫ x, estimator D K V β x * weight K V β x ∂μ =
      D / (2 * β) * (∫ x, weight K V β x ∂μ) -
        ∫ x, (K x / β ^ 2 - V x) * weight K V β x ∂μ := by
    rw [← integral_const_mul, ← integral_sub hw hint]
    exact integral_congr_ae (ae_of_all _ fun x => (split x).symm)
  rw [mean, hm, sub_div, mul_div_cancel_right₀ _ (hpos β hβ).ne']
  ring

end

end ThermodynamicEstimator
```

```lean
#print axioms ThermodynamicEstimator.confined_of_finite
#print axioms ThermodynamicEstimator.hasDerivAt_log_partitionFunction
```

```
'ThermodynamicEstimator.confined_of_finite' depends on axioms: [propext, Classical.choice, Quot.sound]
'ThermodynamicEstimator.hasDerivAt_log_partitionFunction' depends on axioms: [propext, Classical.choice, Quot.sound]
```

In a simulation of a confined system, averaging $E_\beta$ over configurations sampled from $w_\beta$ therefore estimates the energy belonging to the chosen finite-bead partition function. The limit $P\to\infty$, particle exchange and the statistical error of the average are separate questions.

## Two configurations by hand

This is a check of the arithmetic, not a physical ring polymer. Let $\mu$ count two configurations, with $D=2$ and $\beta=1$. Give the first $K=V=0$ and the second $K=2\ln2$, $V=-\ln2$. Their weights are $1$ and $e^{-\ln2}=\tfrac12$, or $\tfrac23$ and $\tfrac13$ after normalisation. The estimator takes the values $1$ and $1-3\ln2$, so its mean is

$$\tfrac23+\tfrac13(1-3\ln2)=1-\ln2\approx0.307.$$

Directly, $\log Z=-\log\beta+\log\left(1+e^{-2\ln2/\beta+\beta\ln2}\right)$. At $\beta=1$ its derivative is $-1+\tfrac13\cdot3\ln2=-1+\ln2$, which is minus the same number.
